# Canonical partition function of ideal fermions on a finite equidistant ladder

Suppose that $N$ non-interacting, spin-polarised fermions in a one-dimensional harmonic trap are treated in a basis cut off at $M$ levels, and you want to know how much of the canonical partition function the cutoff loses. Summing over all $\binom{M}{N}$ configurations soon becomes expensive. For equally spaced levels a product of $N$ factors gives the same number, and its dependence on $M$ can be read off directly.

## The claim

Measure energy in units of the level spacing, from the lowest level, so that the levels are $0,1,\dots,M-1$. Let $b$ be the inverse temperature in these units and $q=e^{-b}$. Write $F(M,N)$ for the sum of $q^E$ over all sets of $N$ distinct levels, where $E$ is the sum of the occupied levels. Write $B(K,N)$ for the corresponding sum over multisets of $N$ levels from $0,\dots,K-1$, which is the partition function of $N$ bosons. For $N\le M$ and $b\neq 0$,

$$F(M,N)=q^{N(N-1)/2}\prod_{k=1}^{N}\frac{1-q^{M-N+k}}{1-q^k}=q^{N(N-1)/2}\,B(M-N+1,N).$$

The usual case $b>0$ is included. So is $b<0$, since the spectrum is finite.

For example, two fermions in three levels have energies $1,2,3$, so $F(3,2)=q+q^2+q^3=q(1+q+q^2)$. The bracket is the sum for two bosons in levels $0$ and $1$.

## Derivation by hand

**Recursions.** With $M+1$ levels and $N+1$ fermions, the top level $M$ is either empty or holds one fermion, which leaves $N$ for the levels below:

$$F(M+1,N+1)=F(M,N+1)+q^M F(M,N).$$

For bosons, taking one particle out of the top level $K$ leaves that level available to the others:

$$B(K+1,N+1)=B(K,N+1)+q^K B(K+1,N).$$

The boundary values are $F(M,0)=B(K,0)=1$ and $F(N,N+1)=B(0,N+1)=0$.

**Fermions as bosons.** Put $t_N=N(N-1)/2$, the ground-state energy of the fermions, so that $t_{N+1}=t_N+N$. We show $F(N+L,N)=q^{t_N}B(L+1,N)$ by induction on $N$ and, inside it, on $L$. For $N=0$ both sides are 1. Assume the claim for $N$ and all $L$. For $N+1$ and $L=0$,

$$F(N+1,N+1)=q^N F(N,N)=q^{N+t_N}B(1,N)=q^{t_{N+1}}B(1,N+1),$$

because $B(1,N+1)=B(0,N+1)+q^0B(1,N)=B(1,N)$. For the step from $L$ to $L+1$,

$$\begin{aligned}
F(N+L+2,N+1)&=F(N+L+1,N+1)+q^{N+L+1}F(N+L+1,N)\\
&=q^{t_{N+1}}B(L+1,N+1)+q^{N+L+1+t_N}B(L+2,N)\\
&=q^{t_{N+1}}\left[B(L+1,N+1)+q^{L+1}B(L+2,N)\right]\\
&=q^{t_{N+1}}B(L+2,N+1).
\end{aligned}$$

**The boson product.** Let

$$D_N=\prod_{k=0}^{N-1}(1-q^{k+1}),\qquad P_{L,N}=\prod_{k=0}^{N-1}(1-q^{L+k+1}).$$

We show $B(L+1,N)\,D_N=P_{L,N}$ by the same double induction. For $N=0$ both sides are 1. For $N+1$ and $L=0$, multiply $B(1,N)D_N=P_{0,N}$ by $1-q^{N+1}$ and use $B(1,N+1)=B(1,N)$. For the step in $L$, the boson recursion and both induction hypotheses give

$$B(L+2,N+1)D_{N+1}=P_{L,N+1}+q^{L+1}(1-q^{N+1})P_{L+1,N}.$$

Splitting off the first factor, $P_{L,N+1}=(1-q^{L+1})P_{L+1,N}$. The right-hand side is therefore

$$(1-q^{L+1}+q^{L+1}-q^{L+N+2})P_{L+1,N}=(1-q^{L+N+2})P_{L+1,N}=P_{L+1,N+1}.$$

For $b\ne0$ and $k\ge1$ we have $q^k=e^{-bk}\neq1$, so $D_N\neq0$ and we may divide. Setting $L=M-N$ gives the claim.

**Two limits.** If $b>0$ and $N$ is fixed, then $q^{M-N+k}\to0$ as $M\to\infty$, so

$$F(M,N)\to q^{N(N-1)/2}\prod_{k=1}^N\frac1{1-q^k}.$$

The cutoff thus multiplies the limiting value by $\prod_{k=1}^N(1-q^{M-N+k})$, which answers the opening question. At $b=0$ every weight is 1 and $F(M,N)=\binom MN$.

## The formal development

```lean
import Mathlib

open Filter Topology

namespace CanonicalIdealGas

noncomputable section
```

The fermion sum comes first. `Finset.range M` is the set $\{0,\dots,M-1\}$, and `powersetCard N` collects its $N$-element subsets, so the Pauli principle is built into the type of a state. The energy is a natural number, converted to a real number inside the exponential.

```lean
/-- Canonical partition function of `N` fermions in the levels `0, ..., M - 1` at inverse
temperature `b`: the sum of Boltzmann weights over all sets of `N` occupied levels. -/
def fermionZ (b : ℝ) (M N : ℕ) : ℝ :=
  ∑ s ∈ (Finset.range M).powersetCard N, Real.exp (-b * ((∑ i ∈ s, i : ℕ) : ℝ))
```

For bosons, `sym N` collects the multisets of size $N$, in which a level may occur repeatedly. The second argument of `bosonZ` is the number of levels, so levels $0,\dots,L$ correspond to `L + 1`.

```lean
/-- Canonical partition function of `N` bosons in the `K` levels `0, ..., K - 1` at inverse
temperature `b`: the sum of Boltzmann weights over all multisets of `N` occupied levels. -/
def bosonZ (b : ℝ) (K N : ℕ) : ℝ :=
  ∑ m ∈ (Finset.range K).sym N, Real.exp (-b * (((m : Multiset ℕ).sum : ℕ) : ℝ))
```

These definitions fix the model: one state per level, equal spacing, no interactions and a sharp particle number. A zero-point energy of half a spacing per particle would only add a factor $e^{-bN/2}$.

One could instead define the partition function as the trace of $e^{-bH}$ over the antisymmetric $N$-particle space. The value would be the same, and the sum over configurations would follow once the Slater determinants of the level states were shown to form an eigenbasis of $H$. Here the sum over configurations is the starting point.

The next lemma turns each Boltzmann weight into a power of $q$, written `Real.exp (-b)`.

```lean
/-- The Boltzmann weight of the integer energy `E` is the `E`-th power of `exp (-b)`. -/
theorem boltzmann_pow (b : ℝ) (E : ℕ) : Real.exp (-b * (E : ℝ)) = Real.exp (-b) ^ E := by
  rw [← Real.exp_nat_mul, mul_comm]
```

The fermion recursion follows. `hM` says that a set of lower levels does not contain $M$. `hdisj` says that the two classes of states do not overlap, and `hinj` that adding level $M$ to different sets gives different sets. The sum then splits in two, and `pow_add` separates the factor $q^M$.

```lean
/-- Fermion recursion: the top level `M` is either empty, or it holds one fermion and the
other `N` fermions occupy the levels below. -/
theorem fermionZ_succ (b : ℝ) (M N : ℕ) :
    fermionZ b (M + 1) (N + 1) =
      fermionZ b M (N + 1) + Real.exp (-b) ^ M * fermionZ b M N := by
  have hM : ∀ n, ∀ s ∈ (Finset.range M).powersetCard n, M ∉ s := by
    intro n s hs h
    have h' := (Finset.mem_powersetCard.1 hs).1 h
    simp at h'
  have hdisj : Disjoint ((Finset.range M).powersetCard (N + 1))
      (((Finset.range M).powersetCard N).image (insert M)) := by
    rw [Finset.disjoint_left]
    intro s hs ht
    obtain ⟨t, _, rfl⟩ := Finset.mem_image.1 ht
    exact hM (N + 1) _ hs (Finset.mem_insert_self M t)
  have hinj : Set.InjOn (insert M : Finset ℕ → Finset ℕ)
      ((Finset.range M).powersetCard N : Set (Finset ℕ)) := by
    intro s hs t ht h
    have h' : (insert M s).erase M = (insert M t).erase M :=
      congrArg (fun u : Finset ℕ => u.erase M) h
    rwa [Finset.erase_insert (hM N s (Finset.mem_coe.1 hs)),
      Finset.erase_insert (hM N t (Finset.mem_coe.1 ht))] at h'
  unfold fermionZ
  simp only [boltzmann_pow]
  rw [Finset.range_add_one, Finset.powersetCard_succ_insert Finset.notMem_range_self,
    Finset.sum_union hdisj, Finset.sum_image hinj, Finset.mul_sum]
  congr 1
  apply Finset.sum_congr rfl
  intro s hs
  rw [Finset.sum_insert (hM N s hs), pow_add]
```

The boson boundary value at $N=0$ comes from the single empty multiset.

```lean
/-- The partition function of zero bosons is one. -/
theorem bosonZ_zero (b : ℝ) (K : ℕ) : bosonZ b K 0 = 1 := by
  have h : ((∅ : Sym ℕ 0) : Multiset ℕ) = 0 := Multiset.card_eq_zero.1 (∅ : Sym ℕ 0).2
  rw [bosonZ, Finset.sym_zero, Finset.sum_singleton, h]
  simp
```

In the boson recursion, `hout` identifies the states with level $K$ empty, and `hin` those with $K$ occupied, as the results of adding one boson in level $K$ to a state of $N$ bosons. That smaller state still ranges over `K + 1` levels, which is the whole difference from the fermion case.

```lean
/-- Boson recursion: the top level `K` is either empty, or one boson is taken out of it and the
other `N` bosons still have all levels available. -/
theorem bosonZ_succ (b : ℝ) (K N : ℕ) :
    bosonZ b (K + 1) (N + 1) =
      bosonZ b K (N + 1) + Real.exp (-b) ^ K * bosonZ b (K + 1) N := by
  have hout : ((Finset.range (K + 1)).sym (N + 1)).filter (fun m => ¬ K ∈ m) =
      (Finset.range K).sym (N + 1) := by
    ext m
    simp only [Finset.mem_filter, Finset.mem_sym_iff, Finset.mem_range]
    constructor
    · rintro ⟨h, hK⟩ a ha
      have h1 := h a ha
      have h2 : a ≠ K := fun e => hK (e ▸ ha)
      omega
    · intro h
      exact ⟨fun a ha => (h a ha).trans (Nat.lt_succ_self K), fun hK => lt_irrefl _ (h K hK)⟩
  have hin : ((Finset.range (K + 1)).sym (N + 1)).filter (fun m => K ∈ m) =
      ((Finset.range (K + 1)).sym N).image (Sym.cons K) := by
    ext m
    simp only [Finset.mem_filter, Finset.mem_image, Finset.mem_sym_iff, Finset.mem_range]
    constructor
    · rintro ⟨h, hK⟩
      refine ⟨m.erase K hK, fun a ha => h a ?_, Sym.cons_erase hK⟩
      rw [← Sym.cons_erase hK]
      exact Sym.mem_cons_of_mem ha
    · rintro ⟨t, h, rfl⟩
      refine ⟨fun a ha => ?_, Sym.mem_cons_self K t⟩
      rcases Sym.mem_cons.1 ha with e | ha'
      · omega
      · exact h a ha'
  have hinj : Set.InjOn (Sym.cons K : Sym ℕ N → Sym ℕ (N + 1))
      ((Finset.range (K + 1)).sym N : Set (Sym ℕ N)) :=
    fun s _ t _ h => (Sym.cons_inj_right K s t).1 h
  unfold bosonZ
  simp only [boltzmann_pow]
  rw [← Finset.sum_filter_add_sum_filter_not ((Finset.range (K + 1)).sym (N + 1))
    (fun m => K ∈ m), hin, hout, Finset.sum_image hinj, Finset.mul_sum, add_comm]
  congr 1
  apply Finset.sum_congr rfl
  intro m _
  rw [Sym.coe_cons, Multiset.sum_cons, pow_add]
```

The comparison of the two gases is the first double induction above. It holds for every real $b$, including zero. `hF` and `hB` are the vanishing boundary terms, and `Nat.triangle_succ` is $t_{N+1}=t_N+N$.

```lean
/-- `N` fermions in `N + L` levels have the partition function of `N` bosons in the levels
`0, ..., L`, times the Boltzmann weight of the energy `N (N - 1) / 2`. -/
theorem fermionZ_eq_bosonZ (b : ℝ) (N : ℕ) : ∀ L : ℕ,
    fermionZ b (N + L) N = Real.exp (-b) ^ (N * (N - 1) / 2) * bosonZ b (L + 1) N := by
  induction N with
  | zero => intro L; simp [fermionZ, bosonZ_zero]
  | succ N ihN =>
    intro L
    induction L with
    | zero =>
      -- all levels are filled, and all bosons sit in level 0
      have hF : fermionZ b N (N + 1) = 0 := by
        rw [fermionZ, Finset.powersetCard_eq_empty.2 (by simp), Finset.sum_empty]
      have hB : bosonZ b 0 (N + 1) = 0 := by simp [bosonZ]
      have h := ihN 0
      rw [Nat.add_zero] at h
      rw [Nat.add_zero, fermionZ_succ, bosonZ_succ, hF, hB, h, Nat.triangle_succ]
      ring
    | succ L ihL =>
      have e : N + 1 + (L + 1) = (N + (L + 1)) + 1 := by omega
      have e' : N + (L + 1) = N + 1 + L := by omega
      rw [e, fermionZ_succ, bosonZ_succ b (L + 1), ihN (L + 1), e', ihL, Nat.triangle_succ]
      ring
```

The division-free product formula is the second double induction. `hs` splits off the first factor of $P_{L,N+1}$. The final `linear_combination` adds the hypothesis for $L$ to $q^{L+1}(1-q^{N+1})$ times the hypothesis for $N$, as in the calculation by hand.

```lean
/-- Product formula for `N` bosons in the levels `0, ..., L`, written without division. -/
theorem bosonZ_mul_prod (b : ℝ) (N : ℕ) : ∀ L : ℕ,
    bosonZ b (L + 1) N * ∏ k ∈ Finset.range N, (1 - Real.exp (-b) ^ (k + 1)) =
      ∏ k ∈ Finset.range N, (1 - Real.exp (-b) ^ (L + k + 1)) := by
  induction N with
  | zero => intro L; simp [bosonZ_zero]
  | succ N ihN =>
    intro L
    induction L with
    | zero =>
      have hB : bosonZ b 0 (N + 1) = 0 := by simp [bosonZ]
      have h := ihN 0
      rw [bosonZ_succ, hB, Finset.prod_range_succ, Finset.prod_range_succ, ← h]
      ring
    | succ L ihL =>
      -- split off the first factor of the numerator
      have hs : ∏ k ∈ Finset.range (N + 1), (1 - Real.exp (-b) ^ (L + k + 1)) =
          (1 - Real.exp (-b) ^ (L + 1)) *
            ∏ k ∈ Finset.range N, (1 - Real.exp (-b) ^ (L + 1 + k + 1)) := by
        have e : ∀ k, L + (k + 1) + 1 = L + 1 + k + 1 := by intro k; omega
        simp only [Finset.prod_range_succ', e, add_zero]
        ring
      have h1 := ihL
      rw [hs, Finset.prod_range_succ] at h1
      have h2 := ihN (L + 1)
      rw [bosonZ_succ, Finset.prod_range_succ, Finset.prod_range_succ]
      linear_combination h1 + Real.exp (-b) ^ (L + 1) * (1 - Real.exp (-b) ^ (N + 1)) * h2
```

Now the division is carried out. `hshift` changes the product index from $1,\dots,N$ to $0,\dots,N-1$, and `hne` uses $b\neq0$ to show that no denominator vanishes.

```lean
/-- Closed form of the partition function of `N` bosons in the levels `0, ..., L` at nonzero
inverse temperature. -/
theorem bosonZ_formula {b : ℝ} (hb : b ≠ 0) (L N : ℕ) :
    bosonZ b (L + 1) N =
      ∏ k ∈ Finset.Icc 1 N, (1 - Real.exp (-b) ^ (L + k)) / (1 - Real.exp (-b) ^ k) := by
  have hshift : ∀ (f : ℕ → ℝ) (n : ℕ),
      ∏ k ∈ Finset.Icc 1 n, f k = ∏ k ∈ Finset.range n, f (k + 1) := by
    intro f n
    induction n with
    | zero => simp
    | succ n ih => rw [Finset.prod_Icc_succ_top (by omega), ih, Finset.prod_range_succ]
  -- no denominator vanishes away from infinite temperature
  have hne : ∀ k : ℕ, 1 - Real.exp (-b) ^ (k + 1) ≠ 0 := by
    intro k h
    rw [← boltzmann_pow] at h
    have h1 : Real.exp (-b * ((k + 1 : ℕ) : ℝ)) = 1 := by linarith
    rw [Real.exp_eq_one_iff] at h1
    exact mul_ne_zero (neg_ne_zero.2 hb) (Nat.cast_ne_zero.2 (Nat.succ_ne_zero k)) h1
  rw [hshift, Finset.prod_div_distrib, eq_div_iff (Finset.prod_ne_zero_iff.2 fun k _ => hne k)]
  exact bosonZ_mul_prod b N L
```

The main theorem states both equalities. Its proof writes $M=N+L$ and combines `fermionZ_eq_bosonZ` with `bosonZ_formula`.

```lean
/-- For `N ≤ M` fermions in the levels `0, ..., M - 1` at nonzero inverse temperature, the
canonical partition function has a closed product form, and it is a Boltzmann factor times the
partition function of `N` bosons in the levels `0, ..., M - N`. -/
theorem fermionZ_formula {b : ℝ} (hb : b ≠ 0) {M N : ℕ} (h : N ≤ M) :
    fermionZ b M N = Real.exp (-b) ^ (N * (N - 1) / 2) *
        ∏ k ∈ Finset.Icc 1 N, (1 - Real.exp (-b) ^ (M - N + k)) / (1 - Real.exp (-b) ^ k) ∧
      fermionZ b M N = Real.exp (-b) ^ (N * (N - 1) / 2) * bosonZ b (M - N + 1) N := by
  obtain ⟨L, rfl⟩ := Nat.exists_eq_add_of_le h
  rw [Nat.add_sub_cancel_left, ← bosonZ_formula hb L N]
  exact ⟨fermionZ_eq_bosonZ b N L, fermionZ_eq_bosonZ b N L⟩
```

Both hypotheses matter. Take $b=0$, $M=2$, $N=1$: the fermion sum is 2, while the product is the single factor $0/0$, to which Lean assigns the value 0. Only the product form fails there; the boson form survives.

Without $N\le M$, take $M=1$, $N=2$. Two fermions do not fit into one level, so the sum is 0. Subtraction of natural numbers stops at zero, so `M - N` is 0, every factor of the product is 1 for $b\ne0$, and the right-hand side is $q\neq0$. With integer subtraction the factor at $k=1$ would be zero and the product form would still be correct.

For $N\ge1$ the limit of many levels needs $b>0$. For $b\le0$ and $N=1$, for instance, the sum $1+q+\dots+q^{M-1}$ grows without bound. The proof shifts the sequence by $N$, inserts the closed form and lets each numerator tend to 1 (`hk`). The theorem concerns the limit of the finite sums; it defines no separate partition function for the infinite ladder.

```lean
/-- At positive temperature, the partition function of `N` fermions converges to a finite
product as the number of equidistant levels grows without bound. -/
theorem fermionZ_tendsto {b : ℝ} (hb : 0 < b) (N : ℕ) :
    Tendsto (fun M => fermionZ b M N) atTop
      (𝓝 (Real.exp (-b) ^ (N * (N - 1) / 2) *
        ∏ k ∈ Finset.Icc 1 N, 1 / (1 - Real.exp (-b) ^ k))) := by
  have hq : Real.exp (-b) < 1 := Real.exp_lt_one_iff.2 (by linarith)
  -- each numerator tends to one
  have hk : ∀ k : ℕ, Tendsto (fun n : ℕ => 1 - Real.exp (-b) ^ (n + k)) atTop (𝓝 1) := by
    intro k
    have h0 : Tendsto (fun n : ℕ => Real.exp (-b) ^ (n + k)) atTop (𝓝 0) :=
      (tendsto_pow_atTop_nhds_zero_of_lt_one (Real.exp_pos _).le hq).comp
        (tendsto_add_atTop_nat k)
    have h1 := h0.const_sub (1 : ℝ)
    rwa [sub_zero] at h1
  rw [← tendsto_add_atTop_iff_nat N]
  have hf : (fun n => fermionZ b (n + N) N) = fun n => Real.exp (-b) ^ (N * (N - 1) / 2) *
      ∏ k ∈ Finset.Icc 1 N, (1 - Real.exp (-b) ^ (n + k)) / (1 - Real.exp (-b) ^ k) := by
    funext n
    rw [add_comm n N, fermionZ_eq_bosonZ, bosonZ_formula hb.ne']
  rw [hf]
  exact (tendsto_finsetProd _ fun k _ => (hk k).div_const _).const_mul _
```

At infinite temperature the sum counts configurations. This statement needs no condition on $N$, since the binomial coefficient is zero when $N>M$.

```lean
/-- At zero inverse temperature the fermion partition function is the number of ways to choose
`N` occupied levels out of `M`. -/
theorem fermionZ_infinite_temperature (M N : ℕ) : fermionZ 0 M N = (M.choose N : ℝ) := by
  simp [fermionZ]

end

end CanonicalIdealGas
```

```lean
#print axioms CanonicalIdealGas.fermionZ_formula
#print axioms CanonicalIdealGas.fermionZ_tendsto
#print axioms CanonicalIdealGas.fermionZ_infinite_temperature
```

```
'CanonicalIdealGas.fermionZ_formula' depends on axioms: [propext, Classical.choice, Quot.sound]
'CanonicalIdealGas.fermionZ_tendsto' depends on axioms: [propext, Classical.choice, Quot.sound]
'CanonicalIdealGas.fermionZ_infinite_temperature' depends on axioms: [propext, Classical.choice, Quot.sound]
```
